# At positive q, k and s, the Hubbard correlation integrand lies strictly between direct RPA and half exchange

For a wavevector q > 0, a screening wavevector k > 0 and a dimensionless response s > 0, the Hubbard local-field factor

G = q² / (2(q² + k²))

satisfies

ln(1 + s) < ln(1 + (1 − G)s)/(1 − G) < 2 ln(1 + s/2).

Here s = −vχ₀, where v is the Coulomb interaction and χ₀ the non-interacting density response, both at one wavevector and one imaginary frequency. For kernels proportional to the coupling strength, subtracting s from each member gives the correlation integrands of direct RPA, of the Hubbard kernel and of the half-exchange kernel, in that order. The half-exchange kernel has the constant local-field factor 1/2, which halves the interaction. The gap between the outer two is ln(1 + s²/(4(1 + s))).

## Checking a correlation-energy integrand point by point

A code for the homogeneous electron gas that computes RPA-type correlation energies can evaluate these integrands on a grid of wavevectors and imaginary frequencies. For a static, scalar local-field factor, the inequality gives a test at each grid point: with the same s in all three formulas, the Hubbard value must fall between the other two. A clear violation signals an error. Possible causes include a wrong sign in the kernel, a coupling integral that doesn't match the kernel, and a missing factor of 2 in G, which pushes the value above the upper bound only where q > k.

The integrands are negative, so the larger value means weaker correlation. If a quadrature uses positive weights and the same χ₀ throughout, adding up the pointwise inequalities orders the three energies in the same way. At small s the gap is close to s²/4, so a floating-point comparison needs a tolerance.

## From the coupling integral to the bounds

Let g be a local-field factor that reduces the interaction from v to (1 − g)v. At coupling strength λ between 0 and 1, with the kernel taken proportional to λ, the response is

χ_λ = χ₀ / (1 − λ(1 − g)vχ₀),

and therefore

−vχ_λ = s / (1 + λ(1 − g)s).

Subtracting the non-interacting value s and integrating over λ from 0 to 1 gives the correlation integrand

W(g, s) = ln(1 + (1 − g)s)/(1 − g) − s.

Direct RPA has g = 0. The value g = 1/2 removes half of the interaction, which stands for exchange acting only between electrons of like spin in an unpolarised system. Hubbard's G interpolates between these values, and k sets the wavevector scale on which it does so. A common choice for k is the Fermi wavevector, which at fixed density doesn't change with λ.

**The range of G.** Since q² > 0, G is positive. Since q² < q² + k², G is less than 1/2.

**Monotonicity in g.** Take g < g' < 1 and set

p = (1 − g)/(1 − g') > 1, x = (1 − g')s > 0.

The strict Bernoulli inequality says

1 + px < (1 + x)^p.

To see this, note that the difference (1 + x)^p − 1 − px vanishes at x = 0 and has derivative p((1 + x)^(p−1) − 1), which is positive for x > 0. Because px = (1 − g)s, taking logarithms gives

ln(1 + (1 − g)s) < ((1 − g)/(1 − g')) ln(1 + (1 − g')s).

Dividing by 1 − g > 0 and subtracting s yields W(g, s) < W(g', s).

**The two bounds.** Direct substitution gives

W(0, s) = ln(1 + s) − s,

W(1/2, s) = 2 ln(1 + s/2) − s.

As 0 < G < 1/2, monotonicity puts W(G, s) strictly between them. Adding s gives the logarithmic inequality.

**Growth with q.** For 0 < q < q', the inequality G(q, k) < G(q', k) becomes, after cross-multiplication and cancellation,

q²k² < q'²k²,

which is true. Hence W(G, s) increases with q when s and k are held fixed.

**Optimality.** For g < 1 and s > 0, the argument of the logarithm is positive and the denominator is non-zero, so W is continuous in g. As q → 0 at fixed k > 0, G → 0 and W tends to the RPA value. As k → 0 at fixed q > 0, G → 1/2 and W tends to the half-exchange value. No tighter bounds that depend on s alone can hold for all positive q and k.

**The gap.** Since (1 + s/2)² = 1 + s + s²/4,

W(1/2, s) − W(0, s) = ln((1 + s/2)²/(1 + s)) = ln(1 + s²/(4(1 + s))).

## The integrand and its bounds in Lean

```lean
import Mathlib

open Filter Topology

namespace HubbardKernel

noncomputable section

/-- The Hubbard local-field factor `G = q² / (2 (q² + k²))` at wavevector `q` with screening
wavevector `k`, for `q` and `k` not both zero. -/
def hubbardFactor (q k : ℝ) : ℝ := q ^ 2 / (2 * (q ^ 2 + k ^ 2))

/-- The coupling-integrated correlation integrand for the dimensionless response `s = -v χ₀`,
when a local-field factor `g` reduces the interaction `v` to `(1 - g) v`.
Its domain is `g ≠ 1` and `1 + (1 - g) s > 0`. -/
def corrIntegrand (g s : ℝ) : ℝ := Real.log (1 + (1 - g) * s) / (1 - g) - s

/-- For positive `q` and `k` the Hubbard factor lies strictly between zero and one half. -/
theorem hubbardFactor_mem {q k : ℝ} (hq : 0 < q) (hk : 0 < k) :
    0 < hubbardFactor q k ∧ hubbardFactor q k < 1 / 2 := by
  unfold hubbardFactor
  refine ⟨by positivity, ?_⟩
  rw [div_lt_div_iff₀ (by positivity) (by norm_num)]
  have hk2 : 0 < k ^ 2 := by positivity
  linarith

/-- At fixed response `s > 0`, the correlation integrand increases strictly with the
local-field factor `g` throughout `g < 1`. -/
theorem corrIntegrand_strictMonoOn {s : ℝ} (hs : 0 < s) :
    StrictMonoOn (fun g => corrIntegrand g s) (Set.Iio 1) := by
  intro g hg g' hg' hlt
  have hb : 0 < 1 - g := sub_pos.mpr hg
  have ha : 0 < 1 - g' := sub_pos.mpr hg'
  have has : 0 < (1 - g') * s := mul_pos ha hs
  have hbs : 0 < (1 - g) * s := mul_pos hb hs
  have hp : 1 < (1 - g) / (1 - g') := by
    rw [lt_div_iff₀ ha]
    linarith
  -- strict Bernoulli inequality with exponent (1 - g) / (1 - g')
  have hB := one_add_mul_self_lt_rpow_one_add (by linarith : -1 ≤ (1 - g') * s) has.ne' hp
  have he : (1 - g) / (1 - g') * ((1 - g') * s) = (1 - g) * s := by
    field_simp
  rw [he] at hB
  -- take logarithms and divide by 1 - g
  have hL := Real.log_lt_log (by linarith) hB
  rw [Real.log_rpow (by linarith)] at hL
  have hD : Real.log (1 + (1 - g) * s) / (1 - g)
      < Real.log (1 + (1 - g') * s) / (1 - g') := by
    rw [div_lt_iff₀ hb]
    calc Real.log (1 + (1 - g) * s)
        < (1 - g) / (1 - g') * Real.log (1 + (1 - g') * s) := hL
      _ = Real.log (1 + (1 - g') * s) / (1 - g') * (1 - g) := by ring
  exact sub_lt_sub_right hD s

/-- Without a local field the integrand is the direct RPA expression `ln(1 + s) - s`; with the
half-exchange factor `g = 1/2` it is `2 ln(1 + s/2) - s`. -/
theorem corrIntegrand_endpoints (s : ℝ) :
    corrIntegrand 0 s = Real.log (1 + s) - s ∧
      corrIntegrand (1 / 2) s = 2 * Real.log (1 + s / 2) - s := by
  constructor
  · simp [corrIntegrand]
  · unfold corrIntegrand
    rw [show (1 : ℝ) - 1 / 2 = 1 / 2 by norm_num,
      show 1 + (1 / 2 : ℝ) * s = 1 + s / 2 by ring]
    ring

/-- For positive `q`, `k` and `s`, the Hubbard correlation integrand lies strictly between the
direct RPA value and the half-exchange value. -/
theorem hubbard_integrand_between {q k s : ℝ} (hq : 0 < q) (hk : 0 < k) (hs : 0 < s) :
    corrIntegrand 0 s < corrIntegrand (hubbardFactor q k) s ∧
      corrIntegrand (hubbardFactor q k) s < corrIntegrand (1 / 2) s := by
  obtain ⟨h0, h1⟩ := hubbardFactor_mem hq hk
  have hG : hubbardFactor q k ∈ Set.Iio (1 : ℝ) := Set.mem_Iio.mpr (by linarith)
  exact ⟨corrIntegrand_strictMonoOn hs (Set.mem_Iio.mpr (by norm_num)) hG h0,
    corrIntegrand_strictMonoOn hs hG (Set.mem_Iio.mpr (by norm_num)) h1⟩

/-- The same ordering in explicit logarithms, for positive `q`, `k` and `s`:
`ln(1 + s) < ln(1 + (1 - G) s) / (1 - G) < 2 ln(1 + s/2)` with the Hubbard factor `G`. -/
theorem hubbard_log_bounds {q k s : ℝ} (hq : 0 < q) (hk : 0 < k) (hs : 0 < s) :
    Real.log (1 + s)
        < Real.log (1 + (1 - hubbardFactor q k) * s) / (1 - hubbardFactor q k) ∧
      Real.log (1 + (1 - hubbardFactor q k) * s) / (1 - hubbardFactor q k)
        < 2 * Real.log (1 + s / 2) := by
  obtain ⟨h1, h2⟩ := hubbard_integrand_between hq hk hs
  rw [(corrIntegrand_endpoints s).1] at h1
  rw [(corrIntegrand_endpoints s).2] at h2
  unfold corrIntegrand at h1 h2
  constructor <;> linarith

/-- At fixed response `s > 0` and screening wavevector `k > 0`, the Hubbard integrand increases
strictly with the wavevector `q > 0`. -/
theorem hubbard_integrand_increasing {q q' k s : ℝ} (hq : 0 < q) (hqq : q < q')
    (hk : 0 < k) (hs : 0 < s) :
    corrIntegrand (hubbardFactor q k) s < corrIntegrand (hubbardFactor q' k) s := by
  have hq' : 0 < q' := hq.trans hqq
  have h1 := (hubbardFactor_mem hq hk).2
  have h2 := (hubbardFactor_mem hq' hk).2
  refine corrIntegrand_strictMonoOn hs (Set.mem_Iio.mpr (by linarith))
    (Set.mem_Iio.mpr (by linarith)) ?_
  unfold hubbardFactor
  rw [div_lt_div_iff₀ (by positivity) (by positivity)]
  have hsq : q ^ 2 < q' ^ 2 := by nlinarith
  have hk2 : 0 < k ^ 2 := by positivity
  nlinarith [mul_lt_mul_of_pos_right hsq hk2]

/-- At fixed response `s > 0`, the correlation integrand depends continuously on the
local-field factor at every `g < 1`. -/
theorem corrIntegrand_continuousAt {g s : ℝ} (hg : g < 1) (hs : 0 < s) :
    ContinuousAt (fun x => corrIntegrand x s) g := by
  have ha : 0 < 1 - g := sub_pos.mpr hg
  have hpos : 0 < 1 + (1 - g) * s := by positivity
  have h1 : ContinuousAt (fun x : ℝ => 1 + (1 - x) * s) g := by fun_prop
  have h2 : ContinuousAt (fun x : ℝ => 1 - x) g := by fun_prop
  exact ((h1.log hpos.ne').div h2 ha.ne').sub continuousAt_const

/-- At fixed `s > 0` the Hubbard integrand tends to the direct RPA value as `q → 0` with `k > 0`
fixed, and to the half-exchange value as `k → 0` with `q > 0` fixed. -/
theorem hubbard_bounds_sharp {s : ℝ} (hs : 0 < s) :
    (∀ k : ℝ, 0 < k → Tendsto (fun q => corrIntegrand (hubbardFactor q k) s)
      (𝓝[>] 0) (𝓝 (corrIntegrand 0 s))) ∧
    (∀ q : ℝ, 0 < q → Tendsto (fun k => corrIntegrand (hubbardFactor q k) s)
      (𝓝[>] 0) (𝓝 (corrIntegrand (1 / 2) s))) := by
  constructor
  · intro k hk
    have hn : ContinuousAt (fun q : ℝ => q ^ 2) 0 := by fun_prop
    have hd : ContinuousAt (fun q : ℝ => 2 * (q ^ 2 + k ^ 2)) 0 := by fun_prop
    have hne : 2 * ((0 : ℝ) ^ 2 + k ^ 2) ≠ 0 := by positivity
    have hG : Tendsto (fun q => hubbardFactor q k) (𝓝 0) (𝓝 (hubbardFactor 0 k)) :=
      ContinuousAt.div hn hd hne
    -- the Hubbard factor vanishes at long wavelength
    have h0 : hubbardFactor 0 k = 0 := by simp [hubbardFactor]
    rw [h0] at hG
    exact (corrIntegrand_continuousAt (by norm_num) hs).tendsto.comp
      (hG.mono_left nhdsWithin_le_nhds)
  · intro q hq
    have hn : ContinuousAt (fun _ : ℝ => q ^ 2) 0 := continuousAt_const
    have hd : ContinuousAt (fun k : ℝ => 2 * (q ^ 2 + k ^ 2)) 0 := by fun_prop
    have hne : 2 * (q ^ 2 + (0 : ℝ) ^ 2) ≠ 0 := by positivity
    have hG : Tendsto (fun k => hubbardFactor q k) (𝓝 0) (𝓝 (hubbardFactor q 0)) :=
      ContinuousAt.div hn hd hne
    -- without screening the Hubbard factor is one half
    have h0 : hubbardFactor q 0 = 1 / 2 := by
      unfold hubbardFactor
      rw [div_eq_div_iff hne (by norm_num)]
      ring
    rw [h0] at hG
    exact (corrIntegrand_continuousAt (by norm_num) hs).tendsto.comp
      (hG.mono_left nhdsWithin_le_nhds)

/-- For `s > 0` the half-exchange value exceeds the direct RPA value by exactly
`ln(1 + s² / (4 (1 + s)))`. -/
theorem window_width {s : ℝ} (hs : 0 < s) :
    corrIntegrand (1 / 2) s - corrIntegrand 0 s = Real.log (1 + s ^ 2 / (4 * (1 + s))) := by
  have h1 : 1 + s ≠ 0 := by positivity
  have h2 : (1 + s / 2) ^ 2 ≠ 0 := by positivity
  have he : 1 + s ^ 2 / (4 * (1 + s)) = (1 + s / 2) ^ 2 / (1 + s) := by
    rw [eq_div_iff h1, add_mul, div_mul_eq_mul_div, mul_comm (4 : ℝ) (1 + s),
      mul_comm (s ^ 2) (1 + s), mul_div_mul_left _ _ h1]
    ring
  rw [he, Real.log_div h2 h1, Real.log_pow, (corrIntegrand_endpoints s).1,
    (corrIntegrand_endpoints s).2]
  push_cast
  ring

end

end HubbardKernel
```

```lean
#print axioms HubbardKernel.hubbard_integrand_between
-- 'HubbardKernel.hubbard_integrand_between' depends on axioms: [propext, Classical.choice, Quot.sound]
#print axioms HubbardKernel.hubbard_log_bounds
-- 'HubbardKernel.hubbard_log_bounds' depends on axioms: [propext, Classical.choice, Quot.sound]
#print axioms HubbardKernel.hubbard_bounds_sharp
-- 'HubbardKernel.hubbard_bounds_sharp' depends on axioms: [propext, Classical.choice, Quot.sound]
#print axioms HubbardKernel.window_width
-- 'HubbardKernel.window_width' depends on axioms: [propext, Classical.choice, Quot.sound]
```

## What the Lean statements say about the physics

`hubbardFactor q k` is G, and `corrIntegrand g s` is W(g, s). All arguments are real numbers, and the positivity conditions appear as the hypotheses `hq`, `hk` and `hs`. `hubbard_integrand_between` orders the three integrands, and `hubbard_log_bounds` states the same result in explicit logarithms.

`corrIntegrand_strictMonoOn` is more general than the Hubbard case: it holds on `Set.Iio 1`, the set of all g < 1, including negative values. It therefore also orders the integrands of any two different local-field factors below 1 at the same s, provided that neither factor depends on the coupling strength λ. In `hubbard_bounds_sharp`, the filter `𝓝[>] 0` means that q or k approaches zero through positive values.

The formula needs care at g = 1. Its limit there is 0, but Lean's convention for division by zero makes `corrIntegrand 1 s` equal to −s. The monotonicity theorem excludes this point, and a code that allows g = 1 should use the limit.

The file starts from the closed form of W. The coupling integral, and the assumption that the kernel scales linearly with λ, belong to the physical derivation above. So does the sign of the response: s > 0 is a hypothesis, which expresses that χ₀ is negative on the imaginary frequency axis when v is positive.

The theorems concern one scalar response at a time. They do not treat the matrix-valued response of an inhomogeneous system or the integrated energy. In `hubbard_integrand_increasing` and `hubbard_bounds_sharp`, s stays fixed while q or k changes. In an electron gas s itself depends on q, so these two results do not describe how the integrand varies along a physical wavevector grid. The two-sided bound has no such restriction, because it can be applied afresh with the value of s at each grid point.

## How Bernoulli's inequality carries the proof

`hubbardFactor_mem` establishes 0 < G by positivity and G < 1/2 by clearing the denominators.

In `corrIntegrand_strictMonoOn`, `hp` states that the exponent p exceeds 1, and `hB` is Mathlib's strict Bernoulli inequality `one_add_mul_self_lt_rpow_one_add`. The identity `he` rewrites px as (1 − g)s. `Real.log_lt_log` then takes logarithms, `Real.log_rpow` brings the exponent down as a factor, and `hD` carries out the division by 1 − g.

`corrIntegrand_endpoints` evaluates W at g = 0 and g = 1/2. `hubbard_integrand_between` applies monotonicity twice, once on each side of G, and `hubbard_log_bounds` inserts the endpoint values and cancels the common −s.

For growth with q, `hubbard_integrand_increasing` cross-multiplies the two Hubbard factors. The final `nlinarith` call receives the product inequality q²k² < q'²k² and closes the comparison.

`corrIntegrand_continuousAt` builds continuity from the logarithm, the quotient and the subtraction. `hubbard_bounds_sharp` composes it with the limits of G, using `h0` in each half to identify the limiting factor as 0 or 1/2. Finally, `window_width` rewrites the argument of the logarithm as (1 + s/2)²/(1 + s) and splits it with `Real.log_div` and `Real.log_pow`.
